# Two-sided variance bounds on ⟨exp(−τH)⟩ − exp(−τ⟨H⟩) for a two-level system with ground energy zero

For real `u ≥ 0` and `0 ≤ s ≤ 1`, `exp_chord` states that (1 − s) + s·exp(−u) − exp(−su) lies between s(1 − s)u²·exp(−u)/2 and s(1 − s)u²/2. In physics, this can be read as a statement about a normalised state of a two-level system with energies 0 and E ≥ 0, with weight s on the upper level and u = τE for an imaginary time τ ≥ 0. The difference is then ⟨exp(−τH)⟩ − exp(−τ⟨H⟩), and s(1 − s)u² is the variance of τH; the Lean statement itself speaks only of real numbers. The attempt proves each bound from a function that vanishes at zero and has nonnegative slope for nonnegative argument, the lower bound being first multiplied through by exp(u) and afterwards multiplied back by exp(−u).

Lean 4 with Mathlib refuses this proof:

```lean
import Mathlib

noncomputable section

namespace ExpChord

/-- A differentiable function that vanishes at the origin and has nonnegative slope on the
nonnegative axis is nonnegative there. -/
theorem nonneg_of_slope {g g' : ℝ → ℝ} (h0 : g 0 = 0)
    (hd : ∀ x, HasDerivAt g (g' x) x) (hp : ∀ x, 0 ≤ x → 0 ≤ g' x)
    {u : ℝ} (hu : 0 ≤ u) : 0 ≤ g u := by
  have hm : MonotoneOn g (Set.Ici 0) := by
    apply monotoneOn_of_deriv_nonneg (convex_Ici 0)
    · exact fun x _ => (hd x).continuousAt.continuousWithinAt
    · exact fun x _ => (hd x).differentiableAt.differentiableWithinAt
    · intro x hx
      rw [interior_Ici] at hx
      rw [(hd x).deriv]
      exact hp x (le_of_lt (Set.mem_Ioi.1 hx))
  have h1 := hm (Set.mem_Ici.2 le_rfl) (Set.mem_Ici.2 hu) hu
  linarith

/-- For `u ≥ 0` and `0 ≤ s ≤ 1`, the chord of the decaying exponential between `0` and `u`
exceeds it at `s u` by an amount between `s(1-s)u² exp(-u)/2` and `s(1-s)u²/2`. -/
theorem exp_chord {s u : ℝ} (hs0 : 0 ≤ s) (hs1 : s ≤ 1) (hu : 0 ≤ u) :
    s * (1 - s) / 2 * u ^ 2 * Real.exp (-u)
        ≤ (1 - s) + s * Real.exp (-u) - Real.exp (-(s * u)) ∧
      (1 - s) + s * Real.exp (-u) - Real.exp (-(s * u)) ≤ s * (1 - s) / 2 * u ^ 2 := by
  have hE : ∀ c x : ℝ, HasDerivAt (fun y : ℝ => Real.exp (c * y)) (c * Real.exp (c * x)) x :=
    fun c x => (((hasDerivAt_id' x).const_mul c).exp).congr_deriv (by ring)
  have hQ : ∀ x : ℝ, HasDerivAt (fun y : ℝ => y * y) (1 * x + x * 1) x :=
    fun x => (hasDerivAt_id' x).fun_mul (hasDerivAt_id' x)
  have hs2 : 0 ≤ 1 - s := by linarith
  constructor
  · -- lower bound, first multiplied through by `exp u`
    have hk : 0 ≤ (1 - s) * Real.exp (1 * u) - Real.exp ((1 - s) * u)
        - s * (1 - s) / 2 * (u * u) + s := by
      refine nonneg_of_slope
        (g := fun x => (1 - s) * Real.exp (1 * x) - Real.exp ((1 - s) * x)
          - s * (1 - s) / 2 * (x * x) + s)
        (g' := fun x => (1 - s) * (Real.exp (1 * x) - Real.exp ((1 - s) * x) - s * x))
        ?_ (fun x => ?_) (fun x hx => ?_) hu
      · simp only [mul_zero, Real.exp_zero]
        ring
      · exact (((((hE 1 x).const_mul (1 - s)).fun_sub (hE (1 - s) x)).fun_sub
          ((hQ x).const_mul (s * (1 - s) / 2))).add_const s).congr_deriv (by ring)
      · refine mul_nonneg hs2 ?_
        have e : Real.exp (1 * x) = Real.exp ((1 - s) * x) * Real.exp (s * x) := by
          rw [← Real.exp_add]
          congr 1
          ring
        have hA := Real.add_one_le_exp ((1 - s) * x)
        have hB := Real.add_one_le_exp (s * x)
        have p1 := mul_nonneg hs2 hx
        have p2 := mul_nonneg hs0 hx
        rw [e]
        nlinarith [mul_nonneg (show 0 ≤ Real.exp ((1 - s) * x) - 1 by linarith)
          (show 0 ≤ Real.exp (s * x) - 1 by linarith)]
    have h1 : Real.exp (-u) * Real.exp (1 * u) = 1 := by
      rw [← Real.exp_add, ← Real.exp_zero]
      congr 1
      ring
    have h2 : Real.exp (-u) * Real.exp ((1 - s) * u) = Real.exp (-(s * u)) := by
      rw [← Real.exp_add]
      congr 1
      ring
    refine le_of_sub_nonneg ?_
    calc 0 ≤ _ := mul_nonneg (Real.exp_pos (-u)).le hk
      _ = _ := by linear_combination (1 - s) * h1 - h2
  · have hg : 0 ≤ s * (1 - s) / 2 * (u * u) - s * Real.exp (-1 * u)
        + Real.exp (-s * u) - (1 - s) := by
      refine nonneg_of_slope
        (g := fun x => s * (1 - s) / 2 * (x * x) - s * Real.exp (-1 * x)
          + Real.exp (-s * x) - (1 - s))
        (g' := fun x => s * ((1 - s) * x + Real.exp (-1 * x) - Real.exp (-s * x)))
        ?_ (fun x => ?_) (fun x hx => ?_) hu
      · simp only [mul_zero, Real.exp_zero]
        ring
      · exact (((((hQ x).const_mul (s * (1 - s) / 2)).fun_sub
          ((hE (-1) x).const_mul s)).fun_add (hE (-s) x)).sub_const (1 - s)).congr_deriv
          (by ring)
      · refine mul_nonneg hs0 ?_
        have e : Real.exp (-1 * x) = Real.exp (-s * x) * Real.exp (-((1 - s) * x)) := by
          rw [← Real.exp_add]
          congr 1
          ring
        have p1 := mul_nonneg hs2 hx
        have p2 := mul_nonneg hs0 hx
        have hA : Real.exp (-s * x) ≤ 1 := Real.exp_le_one_iff.2 (by linarith)
        have hB : Real.exp (-((1 - s) * x)) ≤ 1 := Real.exp_le_one_iff.2 (by linarith)
        have hD := Real.add_one_le_exp (-((1 - s) * x))
        rw [e]
        nlinarith [mul_nonneg (sub_nonneg.2 hA) (sub_nonneg.2 hB)]
    rw [neg_one_mul, neg_mul] at hg
    linarith [hg, sq u]

end ExpChord
```

Lean reports:

```
Try this:
  [apply] ring_nf
  
  The `ring` tactic failed to close the goal. Use `ring_nf` to obtain a normal form.
    
  Note that `ring` works primarily in *commutative* rings. If you have a noncommutative ring, abelian group or module, consider using `noncomm_ring`, `abel` or `module` instead.
Main.lean:59:54: error: unsolved goals
s u : ℝ
hs0 : 0 ≤ s
hs1 : s ≤ 1
hu : 0 ≤ u
hE : ∀ (c x : ℝ), HasDerivAt (fun y => Real.exp (c * y)) (c * Real.exp (c * x)) x
hQ : ∀ (x : ℝ), HasDerivAt (fun y => y * y) (1 * x + x * 1) x
hs2 : 0 ≤ 1 - s
hk : 0 ≤ (1 - s) * Real.exp (1 * u) - Real.exp ((1 - s) * u) - s * (1 - s) / 2 * (u * u) + s
⊢ -u + u * Real.exp 0 = 0
```

Diagnosis. The error is in the auxiliary identity `h1`, exp(−u)·exp(1·u) = 1. After `← Real.exp_add` the goal is `Real.exp (-u + 1 * u) = 1`. The next rewrite, `← Real.exp_zero`, replaces every real `1` in the goal by `Real.exp 0`, including the factor in `1 * u`, not just the right-hand side. `congr 1` then leaves `-u + Real.exp 0 * u = 0`. This is true, but `ring` does not use the fact that `Real.exp 0` is 1, so it cannot cancel the terms. It reports that it failed to close the goal and suggests `ring_nf`; the unsolved goal shown is the normalised remainder, `-u + u * Real.exp 0 = 0`.

The repair first proves `-u + 1 * u = 0` by `ring`, while the factor is still a plain `1`, and rewrites the exponent with it. `Real.exp_zero`, now used from left to right, turns `Real.exp 0` into `1`, and `rw` closes the resulting `1 = 1` by reflexivity. The separate `congr 1` and `ring` steps are therefore no longer needed.

The change, after which it compiles:

```diff
@@ -58,7 +58,5 @@
           (show 0 ≤ Real.exp (s * x) - 1 by linarith)]
     have h1 : Real.exp (-u) * Real.exp (1 * u) = 1 := by
-      rw [← Real.exp_add, ← Real.exp_zero]
-      congr 1
-      ring
+      rw [← Real.exp_add, show -u + 1 * u = 0 by ring, Real.exp_zero]
     have h2 : Real.exp (-u) * Real.exp ((1 - s) * u) = Real.exp (-(s * u)) := by
       rw [← Real.exp_add]
```
